# First-Order Density Response of an Energy Level from Its Reduced Resolvent

An energy level is represented here by algebraic relations between operators, without eigenvectors or an inner product. The Hamiltonian $H$, the projector $P$ on the level and the reduced resolvent $S$ are elements of an algebra with unit $1$ over a field, and the energy $E$ is a scalar. With $D=H-E\,1$, they satisfy

$$HP=PH=EP,\qquad SP=PS=0,\qquad SD=DS=1-P.$$

Thus $S$ inverts $H-E$ away from the level and vanishes on it. Degeneracy is allowed.

Let $V$ be a perturbation and $P_1$ a candidate first-order change of $P$. Then

$$P_1=PP_1+P_1P,\qquad [H,P_1]+[V,P]=0 \tag{1}$$

hold together if and only if

$$P_1=-(SVP+PVS). \tag{2}$$

The conditions in (1) are the first-order parts of idempotency and of commutation with $H+tV$, where $t$ is the perturbation strength.

## Solving for the two off-diagonal blocks

The level relations give $DP=PD=0$. They also give $(1-P)P=DSP=0$, so $P^2=P$.

Multiplying the first condition in (1) by $P$ on the left gives $PP_1=PP_1+PP_1P$, hence $PP_1P=0$.

Since $E\,1$ commutes with everything, the second condition reads

$$DP_1-P_1D+VP-PV=0.$$

Multiply by $S$ on the left and $P$ on the right. The terms containing $DP$ and $SP$ vanish, leaving

$$(1-P)P_1P+SVP=0,\qquad\text{so}\qquad P_1P=-SVP.$$

Multiply instead by $P$ on the left and $S$ on the right. The terms containing $PD$ and $PS$ vanish, leaving

$$-PP_1(1-P)-PVS=0,\qquad\text{so}\qquad PP_1=-PVS.$$

Adding the two blocks gives (2).

Conversely, (2) gives $PP_1=-PVS$ and $P_1P=-SVP$, whose sum is $P_1$. Moreover,

$$DP_1-P_1D=-(1-P)VP+PV(1-P)=-(VP-PV),$$

which is the second condition.

## A degenerate level coupled to a third state

Take $H=\mathrm{diag}(1,1,3)$ and $E=1$. Then $P=\mathrm{diag}(1,1,0)$ and $S=\mathrm{diag}(0,0,\tfrac12)$. Let $V$ couple each of the first two states to the third with strength 1:

$$V=\begin{pmatrix}0&0&1\\0&0&1\\1&1&0\end{pmatrix},\qquad P_1=-\tfrac12V.$$

In the $(1,3)$ entry, $[H,P_1]$ contributes $(1-3)(-\tfrac12)=1$ and $[V,P]$ contributes $-1$, so they cancel.

## Computing the density matrix response

For non-interacting electrons filling one level of a finite Hermitian Hamiltonian, (2) is the response of the one-particle density matrix to a fixed perturbation, per spin channel. When all eigenstates are available, one can compute it by transforming $V$ to an orthonormal eigenbasis of $H$. Each element between a level state and an outside state of energy $\varepsilon_a$ is divided by $-(\varepsilon_a-E)$, all other elements are set to zero, and the result is transformed back. No energy difference within the level appears in a denominator.

## The level relations in Lean

```lean
import Mathlib

namespace FirstOrderDensityResponse

variable {K A : Type*} [Field K] [Ring A] [Algebra K A]
```

`K` is the field of scalars and `A` the operator algebra, which need not be commutative or finite-dimensional. An unbounded Hamiltonian on a Hilbert space is not covered merely by calling it `H`: it must be an element of such an algebra.

```lean
/-- `P` projects on a level of `H` with energy `E`, and `S` is the reduced resolvent of `H` at that
level; `P = 0`, with no level at `E`, is also allowed. -/
structure IsLevel (H P S : A) (E : K) : Prop where
  HP : H * P = E • P
  PH : P * H = E • P
  SP : S * P = 0
  PS : P * S = 0
  left_inv : S * (H - E • (1 : A)) = 1 - P
  right_inv : (H - E • (1 : A)) * S = 1 - P
```

The six fields are the relations above, with `E • (1 : A)` for $E\,1$. They require neither Hermiticity nor $P\neq0$.

```lean
/-- The first-order density `-(S V P + P V S)` produced by a perturbation `V`. -/
def response (P S V : A) : A := -(S * V * P + P * V * S)
```

The minus sign belongs to the convention that $S$ inverts $H-E$, not $E-H$.

```lean
/-- The projector on a level is idempotent. -/
theorem IsLevel.idem {H P S : A} {E : K} (h : IsLevel H P S E) : P * P = P := by
  have h1 : (1 - P) * P = 0 := by
    rw [← h.right_inv, mul_assoc, h.SP, mul_zero]
  rw [sub_mul, one_mul] at h1
  exact (sub_eq_zero.mp h1).symm
```

Idempotency is derived from the resolvent relations, as by hand.

```lean
/-- Shifting the zero of energy does not change the commutator with the Hamiltonian. -/
theorem commutator_shift (H X : A) (E : K) :
    H * X - X * H = (H - E • (1 : A)) * X - X * (H - E • (1 : A)) := by
  simp only [sub_mul, mul_sub, smul_mul_assoc, one_mul, mul_smul_comm, mul_one]
  abel
```

This permits the replacement of $H$ by $D$ in the commutator.

```lean
/-- A first-order density that keeps `P` idempotent to first order has no block inside
the level. -/
theorem level_block_eq_zero {P P1 : A} (hI : P * P = P) (h1 : P1 = P * P1 + P1 * P) :
    P * P1 * P = 0 := by
  have e : P * P1 = P * P1 + P * P1 * P := by
    calc P * P1 = P * (P * P1 + P1 * P) := by rw [← h1]
      _ = (P * P) * P1 + P * P1 * P := by noncomm_ring
      _ = P * P1 + P * P1 * P := by rw [hI]
  exact add_left_cancel (a := P * P1) (by rw [add_zero]; exact e.symm)
```

The calculation multiplies the linearised condition by $P$ and cancels $PP_1$.

## The equivalence

```lean
/-- For a level with projector `P` and reduced resolvent `S`, the linearised idempotency condition
and the first-order commutator equation hold together exactly when `P1 = -(S V P + P V S)`. -/
theorem firstOrder_iff {H P S V P1 : A} {E : K} (h : IsLevel H P S E) :
    (P1 = P * P1 + P1 * P ∧ H * P1 - P1 * H + (V * P - P * V) = 0) ↔
      P1 = response P S V := by
  have hI := h.idem
  have hSP := h.SP
  have hPS := h.PS
  have hSD := h.left_inv
  have hDS := h.right_inv
  have hDP : (H - E • (1 : A)) * P = 0 := by
    rw [sub_mul, smul_mul_assoc, one_mul, h.HP, sub_self]
  have hPD : P * (H - E • (1 : A)) = 0 := by
    rw [mul_sub, mul_smul_comm, mul_one, h.PH, sub_self]
  rw [commutator_shift H P1 E]
  -- from here on only the shifted Hamiltonian `D = H - E` matters
  generalize H - E • (1 : A) = D at hSD hDS hDP hPD ⊢
  constructor
  · rintro ⟨h1, h2⟩
    have hPP := level_block_eq_zero hI h1
    -- the block from the level to its complement
    have hA : P1 * P = -(S * V * P) := by
      linear_combination (norm := noncomm_ring) S * h2 * P - hSD * (P1 * P)
        + (S * P1) * hDP - (S * V) * hI + hSP * (V * P) + hPP
    -- the block from the complement to the level
    have hB : P * P1 = -(P * V * S) := by
      linear_combination (norm := noncomm_ring) -(P * h2 * S) + hPD * (P1 * S)
        - (P * P1) * hDS + (P * V) * hPS - hI * (V * S) + hPP
    unfold response
    linear_combination (norm := noncomm_ring) h1 + hA + hB
  · intro hR
    unfold response at hR
    subst hR
    constructor
    · linear_combination (norm := noncomm_ring) hPS * (V * P) + hI * (V * S)
        + (S * V) * hI + (P * V) * hSP
    · linear_combination (norm := noncomm_ring) -(hDS * (V * P)) - hDP * (V * S)
        + (S * V) * hPD + (P * V) * hSD
```

The left side of `↔` is (1), with the commutators written out; the right side is (2). In `hA` and `hB`, the terms `S * h2 * P` and `-(P * h2 * S)` are the two multiplications done by hand. The remaining terms supply the level relations, $P^2=P$ and the vanishing block $PP_1P=0$, and `noncomm_ring` checks the algebra without reordering factors. The second half substitutes (2) into both conditions.

## Vanishing response, reciprocity and derivatives

```lean
/-- The first-order density vanishes exactly when the perturbation commutes with the
projector on the level. -/
theorem response_eq_zero_iff {H P S V : A} {E : K} (h : IsLevel H P S E) :
    response P S V = 0 ↔ V * P = P * V := by
  have key := firstOrder_iff (V := V) (P1 := 0) h
  constructor
  · intro h0
    have h2 := (key.2 h0.symm).2
    rw [mul_zero, zero_mul, sub_self, zero_add] at h2
    exact sub_eq_zero.mp h2
  · intro hc
    refine (key.1 ⟨?_, ?_⟩).symm
    · rw [mul_zero, zero_mul, add_zero]
    · rw [mul_zero, zero_mul, sub_self, zero_add, hc, sub_self]
```

Setting $P_1=0$ in the equivalence leaves only $[V,P]=0$.

```lean
/-- Reciprocity of static linear response: for any trace functional, the response of `W`
to the perturbation `V` equals the response of `V` to the perturbation `W`. -/
theorem response_reciprocity (τ : A →ₗ[K] K) (hτ : ∀ a b, τ (a * b) = τ (b * a))
    (P S V W : A) : τ (W * response P S V) = τ (V * response P S W) := by
  have h1 : τ (W * (S * V * P)) = τ (V * (P * W * S)) := by
    have e := hτ (W * S) (V * P)
    simpa only [mul_assoc] using e
  have h2 : τ (W * (P * V * S)) = τ (V * (S * W * P)) := by
    have e := hτ (W * P) (V * S)
    simpa only [mul_assoc] using e
  simp only [response, mul_neg, mul_add, map_neg, map_add]
  linear_combination -h1 - h2
```

Here `τ` is any linear functional with $\tau(ab)=\tau(ba)$. Cyclicity exchanges the two terms of the response; the level relations are not needed.

```lean
/-- Let `R 0` be the projector on a level of `H` with reduced resolvent `S`. If projectors `R t`
commute with `H + t V` and are differentiable at `t = 0`, their derivative there is the first-order
density `-(S V P + P V S)` with `P = R 0`. -/
theorem deriv_projector_eq_response {𝕜 B : Type*} [NontriviallyNormedField 𝕜]
    [NormedRing B] [NormedAlgebra 𝕜 B] {H S V P1 : B} {E : 𝕜} {R : 𝕜 → B}
    (h : IsLevel H (R 0) S E) (hR : ∀ t, R t * R t = R t)
    (hc : ∀ t, (H + t • V) * R t = R t * (H + t • V)) (hd : HasDerivAt R P1 0) :
    P1 = response (R 0) S V := by
  refine (firstOrder_iff h).1 ⟨?_, ?_⟩
  · -- differentiate `R t * R t = R t`
    have a := hd.mul hd
    have e : R * R = R := funext hR
    rw [e] at a
    exact (hd.unique a).trans (add_comm _ _)
  · -- differentiate the commutation with `H + t V`
    have hV : HasDerivAt (fun t : 𝕜 => H + t • V) V 0 :=
      (((hasDerivAt_id (0 : 𝕜)).smul_const V).const_add H).congr_deriv (one_smul 𝕜 V)
    have a := hV.mul hd
    have b := hd.mul hV
    have e : (fun t : 𝕜 => H + t • V) * R = R * (fun t : 𝕜 => H + t • V) := funext hc
    rw [e] at a
    have u := a.unique b
    simp only [zero_smul, add_zero] at u
    linear_combination (norm := noncomm_ring) u
```

Differentiating $R(t)^2=R(t)$ and $[H+tV,R(t)]=0$ at $t=0$ yields (1), and the equivalence identifies the derivative. The existence of the projector family and its differentiability at zero are assumed.

```lean
/-- A three-state Hamiltonian with a doubly degenerate level at energy 1 meets the level
relations, and a coupling to the third state gives the displayed first-order density. -/
theorem isLevel_witness :
    IsLevel (!![1, 0, 0; 0, 1, 0; 0, 0, 3] : Matrix (Fin 3) (Fin 3) ℚ)
      !![1, 0, 0; 0, 1, 0; 0, 0, 0] !![0, 0, 0; 0, 0, 0; 0, 0, 1 / 2] (1 : ℚ) ∧
    response (!![1, 0, 0; 0, 1, 0; 0, 0, 0] : Matrix (Fin 3) (Fin 3) ℚ)
      !![0, 0, 0; 0, 0, 0; 0, 0, 1 / 2] !![0, 0, 1; 0, 0, 1; 1, 1, 0] =
      !![0, 0, -1 / 2; 0, 0, -1 / 2; -1 / 2, -1 / 2, 0] := by
  refine ⟨⟨?_, ?_, ?_, ?_, ?_, ?_⟩, ?_⟩ <;> ext i j <;> fin_cases i <;> fin_cases j <;>
    simp [response, Matrix.mul_apply, Fin.sum_univ_succ, Matrix.one_apply] <;> norm_num

end FirstOrderDensityResponse
```

This verifies the level relations and the response for the three-state example, entry by entry over the rationals.

```lean
#print axioms FirstOrderDensityResponse.firstOrder_iff
#print axioms FirstOrderDensityResponse.response_eq_zero_iff
#print axioms FirstOrderDensityResponse.response_reciprocity
#print axioms FirstOrderDensityResponse.deriv_projector_eq_response
```

```
'FirstOrderDensityResponse.firstOrder_iff' depends on axioms: [propext, Quot.sound]
'FirstOrderDensityResponse.response_eq_zero_iff' depends on axioms: [propext, Quot.sound]
'FirstOrderDensityResponse.response_reciprocity' depends on axioms: [propext, Quot.sound]
'FirstOrderDensityResponse.deriv_projector_eq_response' depends on axioms: [propext, Classical.choice, Quot.sound]
```
